# Numerov inversion between hard walls is unique and stable, with sharp constant 3/2

Suppose a wavefunction is known on a grid and the potential that produced it is wanted. The Numerov scheme doesn't give the product of the potential, measured from the energy, and the wavefunction site by site: it gives only a weighted average over three neighbouring sites. If undoing this average had no solution, the data would determine no potential; if it had several, they would not determine which one. If it amplified errors without limit as the grid grew, rounding noise would bury the answer. The last danger is real for a careless algorithm: stepping outward from one wall multiplies an error in the first value almost tenfold per site. With the product set to zero at both walls, undoing the average is nevertheless well behaved: there is exactly one solution, and errors in the averaged data grow by a factor of at most 3/2. Extracting the potential itself still requires division by the squared grid spacing and by the wavefunction, which can enlarge the error.

## The averaging equation and its inverse

Let $u$ be a reduced radial function obeying $u''=fu$, where $f$ is the scaled difference between the effective potential and the energy. On a grid of spacing $h$, the Numerov equation reads

$$u_{n+2}-2u_{n+1}+u_n=\frac{h^2}{12}\left(f_nu_n+10f_{n+1}u_{n+1}+f_{n+2}u_{n+2}\right).$$

Write $y_n=h^2f_nu_n$ for the unknown product and $s_{n+1}$ for the second difference on the left. Then

$$y_n+10y_{n+1}+y_{n+2}=12s_{n+1},\qquad 0\le n<N,$$

with $y_0=y_{N+1}=0$ at the walls. The claim is that every real source $s_1,\dots,s_N$ has exactly one such $y$, and that $|s_{n+1}|\le M$ at all interior sites implies $|y_{n+1}|\le\tfrac32M$ there.

**Stability.** Let $|y|$ be largest at the interior site $k+1$, with value $A$. The walls carry zero, so both neighbours are at most $A$ in modulus. From $10y_{k+1}=12s_{k+1}-y_k-y_{k+2}$ follows

$$10A\le12M+2A,\qquad\text{so}\qquad A\le\tfrac32M.$$

**Uniqueness.** The difference of two solutions satisfies the same equation with zero source. The bound with $M=0$ makes it vanish.

**Existence.** Choose a first value $y_1=a$ and integrate outward by

$$y_{n+2}=12s_{n+1}-10y_{n+1}-y_n.$$

The result is $y_n=z_n+a\,w_n$, where $z$ is the outward solution with first value zero, and $w$ is the source-free one with $w_0=0$, $w_1=1$. If $|w_n|<|w_{n+1}|$, then

$$|w_{n+2}|\ge10|w_{n+1}|-|w_n|>9|w_{n+1}|,$$

so the modulus keeps growing, and $w_{N+1}\ne0$. The choice $a=-z_{N+1}/w_{N+1}$ therefore meets the right wall. This growth, which secures existence, is also what makes outward integration a poor numerical method here.

**Sharpness.** On $N=2m+1$ sites take $y_n=(-1)^np_n$ with $p_n=n(2m+2-n)$. The second difference of $p$ is $-2$, so the neighbours of site $n$ satisfy $p_{n-1}+p_{n+1}=2p_n-2$. The source is then

$$s_n=(-1)^n\,\frac{8p_n+2}{12}.$$

Both moduli peak at the centre, where $p_{m+1}=(m+1)^2$. The amplification is

$$\frac{12(m+1)^2}{8(m+1)^2+2},$$

which tends to $3/2$ for long boxes. No smaller constant serves all lengths.

**Noise in the wavefunction.** Let $u$ solve the Numerov equation exactly, with $u=0$ and $f$ finite at both walls. If measured values $v_n$ lie within $\varepsilon$ of $u_n$, their second differences are off by at most $\varepsilon+2\varepsilon+\varepsilon=4\varepsilon$. Inversion multiplies this by at most $3/2$, so $h^2fu$ is recovered to within $6\varepsilon$.

## One site and three sites

For $N=1$ the equation is $10y_1=12s_1$, so the amplification is $6/5$, the formula above at $m=0$.

For $N=3$ take $s=(-\tfrac{13}{6},\tfrac{17}{6},-\tfrac{13}{6})$, which makes the right-hand sides $-26,\,34,\,-26$. Outward integration from sites $0$ to $4$ gives

$$z=(0,0,-26,294,-2940),\qquad w=(0,1,-10,99,-980).$$

Hence $a=2940/(-980)=-3$, and $y=(0,-3,4,-3,0)$. The largest response is $4$ against a largest source of $17/6$, a ratio of $24/17\approx1.41$. The answer is of order one, although the two outward solutions reach the hundreds and thousands before they cancel: $294-297=-3$ at site $3$, and $-2940+2940=0$ at the right wall.

## Sequences, walls and sources in Lean

```lean
import Mathlib

namespace NumerovInversion

noncomputable section
```

Grid functions are maps `ℕ → ℝ`, and the number of interior sites is `N`. The following structure states what it means for `y` to be a Numerov inverse of `s`.

```lean
/-- The sequence `y` vanishes at the left wall `0` and at all sites beyond `N`, and its
Numerov average at each of the sites `1, ..., N` equals the source `s`. -/
structure IsNumerovInverse (N : ℕ) (s y : ℕ → ℝ) : Prop where
  left : y 0 = 0
  right : ∀ n, N < n → y n = 0
  eqn : ∀ n, n < N → y n + 10 * y (n + 1) + y (n + 2) = 12 * s (n + 1)
```

The field `eqn` is the averaging equation with the indices used above: the condition labelled `n` is centred on site `n + 1`. Only the source values at sites $1,\dots,N$ enter. The field `right` sets `y` to zero at every site beyond `N`, not just at $N+1$. This convention adds no physics, but it lets uniqueness mean equality of whole functions. For `N = 0` the only inverse is the zero sequence.

The hard walls stand for a vanishing product $fu$ at both ends. This follows from $u=0$ if $f$ is finite there. It excludes some radial problems at the origin: for angular momentum one, $u\sim r^2$ while the centrifugal part of $f$ is $2/r^2$, so the product stays nonzero. The same happens for an s wave at a bare nucleus, where $u\sim r$ and $f$ diverges as $1/r$. Such an end needs a prescribed nonzero boundary value.

```lean
/-- Outward integration of the Numerov average from the left wall, with first value `a`. -/
def shoot (s : ℕ → ℝ) (a : ℝ) : ℕ → ℝ
  | 0 => 0
  | 1 => a
  | n + 2 => 12 * s (n + 1) - 10 * shoot s a (n + 1) - shoot s a n
```

The function `shoot s a` is the outward integration, with $a$ as its first value. In the notation of the derivation, $z$ is `shoot s 0` and $w$ is `shoot (fun _ => 0) 1`.

```lean
/-- The second difference of a wavefunction on the grid, set to zero at the left wall. -/
def secondDiff (u : ℕ → ℝ) : ℕ → ℝ
  | 0 => 0
  | n + 1 => u (n + 2) - 2 * u (n + 1) + u n
```

Here `secondDiff u` at site `n + 1` is the usual centred second difference, not divided by $h^2$. Its value at site zero is never used by the inversion.

## The maximum argument

```lean
/-- If `y` is a Numerov inverse of `s` and `y'` one of `s'`, then the difference `y - y'` is a
Numerov inverse of `s - s'`. -/
theorem IsNumerovInverse.sub {N : ℕ} {s s' y y' : ℕ → ℝ}
    (hy : IsNumerovInverse N s y) (hy' : IsNumerovInverse N s' y') :
    IsNumerovInverse N (fun n => s n - s' n) (fun n => y n - y' n) where
  left := by simp [hy.left, hy'.left]
  right n hn := by simp [hy.right n hn, hy'.right n hn]
  eqn n hn := by linear_combination hy.eqn n hn - hy'.eqn n hn
```

Differences of solutions are needed both for uniqueness and for noise. The averaging equation for the difference is obtained by subtracting the two given ones.

```lean
/-- If the source is at most `M` in modulus at the interior sites, the recovered sequence
is at most `(3/2) M` there. -/
theorem IsNumerovInverse.bound {N : ℕ} {s y : ℕ → ℝ} (hy : IsNumerovInverse N s y)
    {M : ℝ} (hs : ∀ n, n < N → |s (n + 1)| ≤ M) :
    ∀ n, n < N → |y (n + 1)| ≤ 3 / 2 * M := by
  intro n hn
  -- pick the site where the modulus is largest
  obtain ⟨k, hk, hmax⟩ := Finset.exists_max_image (Finset.range N)
    (fun k => |y (k + 1)|) ⟨n, Finset.mem_range.2 hn⟩
  have hkN := Finset.mem_range.1 hk
  have hall : ∀ j, |y j| ≤ |y (k + 1)| := by
    intro j
    cases j with
    | zero => rw [hy.left, abs_zero]; exact abs_nonneg _
    | succ j =>
      by_cases hj : j < N
      · exact hmax j (Finset.mem_range.2 hj)
      · rw [hy.right (j + 1) (by omega), abs_zero]; exact abs_nonneg _
  -- there the central weight 10 dominates the two neighbours
  have h0 := abs_le.1 (hall k)
  have h2 := abs_le.1 (hall (k + 2))
  have h3 := abs_le.1 (hs k hkN)
  have he := hy.eqn k hkN
  have hn' := hall (n + 1)
  have hb : |y (k + 1)| ≤ 3 / 2 * M := by
    rcases abs_cases (y (k + 1)) with ⟨h, _⟩ | ⟨h, _⟩ <;>
      linarith [h0.1, h0.2, h2.1, h2.2, h3.1, h3.2]
  exact hn'.trans hb
```

The proof follows the stability estimate. `Finset.exists_max_image` selects the site `k + 1` of largest modulus among the interior sites, and `hall` extends the comparison to all sites, since `y` is zero elsewhere. The equation at that site then goes to `linarith`, once for each sign of `y (k + 1)`, which yields $8A\le12M$.

## Meeting the right wall

```lean
/-- The outward solution depends affinely on its first value. -/
theorem shoot_affine (s : ℕ → ℝ) (a : ℝ) :
    ∀ n, shoot s a n = shoot s 0 n + a * shoot (fun _ => 0) 1 n
  | 0 => by simp [shoot]
  | 1 => by simp [shoot]
  | n + 2 => by
    have h0 := shoot_affine s a n
    have h1 := shoot_affine s a (n + 1)
    rw [shoot, shoot, shoot]
    linear_combination -10 * h1 - h0
```

This is the decomposition $y_n=z_n+a\,w_n$. It is checked at the first two sites and passed on by the recursion, which combines the identities at sites `n` and `n + 1`.

```lean
/-- Without a source, the outward solution with first value one grows strictly in modulus
from each site to the next. -/
theorem shoot_growth (n : ℕ) :
    |shoot (fun _ => 0) 1 n| < |shoot (fun _ => 0) 1 (n + 1)| := by
  induction n with
  | zero => simp [shoot]
  | succ n ih =>
    change |shoot (fun _ => 0) 1 (n + 1)| < |shoot (fun _ => 0) 1 (n + 2)|
    have e : shoot (fun _ => 0) 1 (n + 2) = 12 * 0 - 10 * shoot (fun _ => 0) 1 (n + 1)
        - shoot (fun _ => 0) 1 n := by rw [shoot]
    rcases abs_cases (shoot (fun _ => 0) 1 n) with ⟨_, _⟩ | ⟨_, _⟩ <;>
    rcases abs_cases (shoot (fun _ => 0) 1 (n + 1)) with ⟨_, _⟩ | ⟨_, _⟩ <;>
    rcases abs_cases (shoot (fun _ => 0) 1 (n + 2)) with ⟨_, _⟩ | ⟨_, _⟩ <;>
    linarith
```

The induction carries the strict inequality $|w_n|<|w_{n+1}|$ from each site to the next. Splitting on the signs of three consecutive values turns the moduli into linear expressions, and `linarith` settles each case.

```lean
/-- Every source has exactly one Numerov inverse between hard walls, and any bound `M` on
the source bounds this inverse by `(3/2) M`. -/
theorem numerov_inversion (N : ℕ) (s : ℕ → ℝ) :
    (∃! y, IsNumerovInverse N s y) ∧
    ∀ y, IsNumerovInverse N s y → ∀ M : ℝ, (∀ n, n < N → |s (n + 1)| ≤ M) →
      ∀ n, n < N → |y (n + 1)| ≤ 3 / 2 * M := by
  refine ⟨?_, fun y hy M hM => hy.bound hM⟩
  have hz : shoot (fun _ => 0) 1 (N + 1) ≠ 0 :=
    abs_pos.1 ((abs_nonneg _).trans_lt (shoot_growth N))
  -- choose the first value so that the outward solution hits the right wall
  obtain ⟨a, ha⟩ : ∃ a, shoot s a (N + 1) = 0 := by
    refine ⟨-shoot s 0 (N + 1) / shoot (fun _ => 0) 1 (N + 1), ?_⟩
    rw [shoot_affine, div_mul_cancel₀ _ hz]
    ring
  have hw : ∀ n, n ≤ N + 1 → (if n ≤ N then shoot s a n else 0) = shoot s a n := by
    intro n hn
    by_cases h : n ≤ N
    · rw [if_pos h]
    · have h' : n = N + 1 := by omega
      rw [if_neg h, h', ha]
  refine ⟨fun n => if n ≤ N then shoot s a n else 0, ⟨?_, ?_, ?_⟩, ?_⟩
  · simp [shoot]
  · intro n hn
    exact if_neg (by omega)
  · intro n hn
    rw [hw n (by omega), hw (n + 1) (by omega), hw (n + 2) (by omega), shoot]
    ring
  · -- two inverses differ by an inverse of the zero source
    intro y' hy'
    have key : ∀ y₁ y₂, IsNumerovInverse N s y₁ → IsNumerovInverse N s y₂ → y₁ = y₂ := by
      intro y₁ y₂ h₁ h₂
      funext n
      cases n with
      | zero => rw [h₁.left, h₂.left]
      | succ n =>
        by_cases hn : n < N
        · have hb := (h₁.sub h₂).bound (M := 0) (fun k _ => by simp) n hn
          have hb' : |y₁ (n + 1) - y₂ (n + 1)| ≤ 0 := by simpa using hb
          exact sub_eq_zero.1 (abs_nonpos_iff.1 hb')
        · rw [h₁.right _ (by omega), h₂.right _ (by omega)]
    refine key _ _ hy' ⟨by simp [shoot], fun n hn => if_neg (by omega), fun n hn => ?_⟩
    rw [hw n (by omega), hw (n + 1) (by omega), hw (n + 2) (by omega), shoot]
    ring
```

The theorem has two parts: `∃!` says that there is one and only one inverse, and the second part bounds any inverse by $\tfrac32M$ for every bound $M$ on the source. For $N\ge1$, taking $M=\max|s_n|$ gives the estimate in terms of maxima.

In the proof, `hz` is $w_{N+1}\ne0$, and `ha` records that the chosen first value reaches zero at the right wall. The solution is the outward sequence cut off after site `N`. The auxiliary statement `hw` says that the cut changes nothing up to site $N+1$, so the averaging equation survives at the last interior site. The statement `key` is uniqueness: the difference of two inverses has zero source, and the bound with `M := 0` removes it.

## Recovering potential times wavefunction from noisy data

```lean
/-- Let `u` solve the Numerov equation for `u'' = f u` between hard walls, and let `v` agree
with `u` to within `ε`. Numerov inversion of the second difference of `v` gives
`h² f u` to within `6 ε`. -/
theorem potential_recovery {N : ℕ} {h ε : ℝ} {f u v y : ℕ → ℝ}
    (hu0 : u 0 = 0) (huN : ∀ n, N < n → u n = 0)
    (hu : ∀ n, n < N → 12 * (u (n + 2) - 2 * u (n + 1) + u n) =
      h ^ 2 * (f n * u n + 10 * (f (n + 1) * u (n + 1)) + f (n + 2) * u (n + 2)))
    (hv : ∀ n, n ≤ N + 1 → |v n - u n| ≤ ε)
    (hy : IsNumerovInverse N (secondDiff v) y) :
    ∀ n, n < N → |y (n + 1) - h ^ 2 * (f (n + 1) * u (n + 1))| ≤ 6 * ε := by
  have hf : IsNumerovInverse N (secondDiff u) (fun n => h ^ 2 * (f n * u n)) :=
    ⟨by simp [hu0], fun n hn => by simp [huN n hn], fun n hn => by
      simp only [secondDiff]
      linear_combination -hu n hn⟩
  intro n hn
  -- a second difference amplifies the noise by at most four
  have hb := (hy.sub hf).bound (M := 4 * ε) (fun k hk => by
    have h0 := abs_le.1 (hv k (by omega))
    have h1 := abs_le.1 (hv (k + 1) (by omega))
    have h2 := abs_le.1 (hv (k + 2) (by omega))
    simp only [secondDiff]
    rw [abs_le]
    constructor <;> linarith [h0.1, h0.2, h1.1, h1.2, h2.1, h2.2]) n hn
  beta_reduce at hb
  linarith
```

The hypothesis `hu` is the Numerov equation multiplied by 12, while `hu0` and `huN` are the walls. The data `v` must be within `ε` of `u` at sites $0$ to $N+1$, but need not vanish at the walls. The sequence `y` is the inverse computed from the data, whose existence the previous theorem supplies.

The proof first shows, as `hf`, that $h^2fu$ is itself the Numerov inverse of the second difference of `u`. Subtracting it from `y` leaves a source of modulus at most $4\varepsilon$, and the stability bound gives $6\varepsilon$.

The function `u` solves the discrete equation exactly, so the discretisation error relative to the differential equation is not included. Nor does the estimate promise an accurate potential. Passing to $fu$ turns the allowance into $6\varepsilon/h^2$, which grows as the grid is refined at fixed noise, and a further division by the wavefunction, itself known only to within $\varepsilon$, enlarges the error near a node. In pseudopotential work a radial pseudo-wavefunction can be inverted to obtain a potential. If this is done with the Numerov scheme, for a single channel on a finite uniform grid with hard walls, the theorem covers the averaging step.

## Why no smaller constant serves every box

```lean
/-- An alternating wave with parabolic envelope is the Numerov inverse of an explicit
alternating source on `2m + 1` interior sites. -/
theorem alternating_inverse (m : ℕ) :
    IsNumerovInverse (2 * m + 1)
      (fun n => (-1) ^ n * ((8 * (n * (2 * m + 2 - n)) + 2) / 12))
      (fun n => if n ≤ 2 * m + 2 then (-1) ^ n * (n * (2 * m + 2 - n)) else 0) where
  left := by simp
  right n hn := by
    by_cases h : n ≤ 2 * m + 2
    · have h' : n = 2 * m + 2 := by omega
      rw [if_pos h, h']
      push_cast
      ring
    · exact if_neg h
  eqn n hn := by
    have h0 : n ≤ 2 * m + 2 := by omega
    have h1 : n + 1 ≤ 2 * m + 2 := by omega
    have h2 : n + 2 ≤ 2 * m + 2 := by omega
    rw [if_pos h0, if_pos h1, if_pos h2]
    push_cast
    ring
```

This is the alternating parabola on $2m+1$ interior sites, together with its source. The condition `n ≤ 2 * m + 2` cuts the parabola off at the right wall, where it vanishes anyway. After the cases are resolved, `ring` confirms the identity $10p_n-p_{n-1}-p_{n+1}=8p_n+2$ with its alternating sign.

```lean
/-- Any stability constant valid for all box lengths and all sources is at least `3/2`. -/
theorem stability_constant_sharp (C : ℝ)
    (hC : ∀ (N : ℕ) (s y : ℕ → ℝ) (M : ℝ), IsNumerovInverse N s y →
      (∀ n, n < N → |s (n + 1)| ≤ M) → ∀ n, n < N → |y (n + 1)| ≤ C * M) :
    3 / 2 ≤ C := by
  by_contra hlt
  have hd : 0 < 12 - 8 * C := by linarith [not_le.1 hlt]
  obtain ⟨m, hm⟩ := exists_nat_gt (3 / (12 - 8 * C))
  have hm' : 3 < m * (12 - 8 * C) := (div_lt_iff₀ hd).1 hm
  have hm0 : (0 : ℝ) ≤ m := Nat.cast_nonneg m
  -- compare source and response of the alternating wave at the centre of the box
  have hb := hC _ _ _ ((8 * ((m : ℝ) + 1) ^ 2 + 2) / 12) (alternating_inverse m)
    (fun n hn => by
      have hx : ((n + 1 : ℕ) : ℝ) ≤ 2 * m + 2 := by
        exact_mod_cast (by omega : n + 1 ≤ 2 * m + 2)
      have hp := mul_nonneg (Nat.cast_nonneg (α := ℝ) (n + 1)) (sub_nonneg.2 hx)
      rw [abs_mul, abs_pow, abs_neg, abs_one, one_pow, one_mul, abs_of_nonneg (by linarith)]
      nlinarith [sq_nonneg (((n + 1 : ℕ) : ℝ) - (m + 1))]) m (by omega)
  have hc : m + 1 ≤ 2 * m + 2 := by omega
  beta_reduce at hb
  rw [if_pos hc, abs_mul, abs_pow, abs_neg, abs_one, one_pow, one_mul] at hb
  have hsq : ((m + 1 : ℕ) : ℝ) * (2 * m + 2 - ((m + 1 : ℕ) : ℝ)) = ((m : ℝ) + 1) ^ 2 := by
    push_cast
    ring
  rw [hsq, abs_of_nonneg (sq_nonneg _)] at hb
  have hgrow : (m : ℝ) * (12 - 8 * C) ≤ ((m : ℝ) + 1) ^ 2 * (12 - 8 * C) :=
    mul_le_mul_of_nonneg_right (by nlinarith) hd.le
  linarith

end

end NumerovInversion
```

The hypothesis `hC` says that `C` works as a stability constant for all lengths, sources and bounds; the conclusion is $C\ge\tfrac32$. Suppose instead that $C<\tfrac32$. Comparing response and source at the centre of the box gives

$$(m+1)^2(12-8C)\le2C<3.$$

The proof picks `m` so large that $m(12-8C)>3$, which contradicts this because $(m+1)^2\ge m$. The step with `nlinarith` and the square of $n+1-(m+1)$ shows that the source is nowhere larger than at the centre.

```lean
#print axioms NumerovInversion.numerov_inversion
#print axioms NumerovInversion.potential_recovery
#print axioms NumerovInversion.stability_constant_sharp
```

```
'NumerovInversion.numerov_inversion' depends on axioms: [propext, Classical.choice, Quot.sound]
'NumerovInversion.potential_recovery' depends on axioms: [propext, Classical.choice, Quot.sound]
'NumerovInversion.stability_constant_sharp' depends on axioms: [propext, Classical.choice, Quot.sound]
```
